# For real $q$, a complex $n\times n$ matrix with $AA^\dagger-qA^\dagger A=1$ and $n\ge 1$ exists exactly when $q<1$

Take a state space with a single level. The lowering operator is then a complex number $a$, its adjoint is $\bar a$, and the relation $AA^\dagger-qA^\dagger A=1$ becomes

$$(1-q)\,|a|^2=1 .$$

Since $|a|^2$ is nonnegative, the left side can be positive only if $1-q>0$. When $q<1$, the choice $a=1/\sqrt{1-q}$ solves the equation. When $q\ge 1$, nothing does.

For an $n\times n$ matrix the two products $AA^\dagger$ and $A^\dagger A$ generally differ, but their traces agree, and this is enough to carry the argument over. Write $W(A)=\sum_{i,j}|A_{ij}|^2$ for the sum of the squared moduli of all entries. Every solution satisfies

$$(1-q)\,W(A)=n .$$

Two values of the real parameter $q$ are familiar: $q=1$ gives the bosonic commutation relation, and $q=-1$ gives the anticommutation relation of a fermionic lowering operator with its adjoint. At $q=1$ the identity reads $0=n$, so no finite matrix of size $n\ge 1$ satisfies the bosonic relation.

## Commutator checks on a truncated boson mode

A common way to represent a vibrational, phonon or cavity mode by a finite matrix is to keep the levels $0,\dots,n-1$ and set $A_{j-1,j}=\sqrt j$, with all other entries zero. For this single truncated mode, the commutator is

$$AA^\dagger-A^\dagger A=\operatorname{diag}(1,\dots,1,\,1-n).$$

A check of the ladder matrices should therefore compare with this diagonal matrix, up to rounding, and not with the identity. The deviation in the last entry is not a coding error, and enlarging the cutoff moves it to a higher level without removing it. Its size even grows with $n$, because the trace of a commutator must vanish.

With $n=3$ the numbers are

$$A=\begin{pmatrix}0&1&0\\0&0&\sqrt2\\0&0&0\end{pmatrix},\qquad
AA^\dagger=\operatorname{diag}(1,2,0),\qquad
A^\dagger A=\operatorname{diag}(0,1,2),$$

and the difference is $\operatorname{diag}(1,1,-2)$, with trace zero.

The order of operators consequently matters when a Hamiltonian is assembled from truncated matrices. In units of $\hbar\omega$, the symmetric form $\tfrac12(AA^\dagger+A^\dagger A)$ gives $\operatorname{diag}(\tfrac12,\tfrac32,1)$ for $n=3$, whereas $A^\dagger A+\tfrac12$ gives $\operatorname{diag}(\tfrac12,\tfrac32,\tfrac52)$. The two expressions are equal for an untruncated oscillator, but here the first has a spurious level at $1$, between the two correct ones. The Hamiltonians are an illustration and do not appear in the Lean file.

## From the trace to the threshold

**The weight.** The diagonal entries of $AA^\dagger$ are

$$(AA^\dagger)_{ii}=\sum_j A_{ij}\overline{A_{ij}}=\sum_j|A_{ij}|^2 ,$$

so $\operatorname{tr}(AA^\dagger)=W(A)$, which is real and nonnegative.

**Necessity of $q<1$.** Take the trace of the relation. By cyclicity $\operatorname{tr}(A^\dagger A)=\operatorname{tr}(AA^\dagger)=W(A)$, and the identity matrix has trace $n$. Hence

$$W(A)-q\,W(A)=n .$$

If $q\ge 1$, the left side is $(1-q)W(A)\le 0$, while the right side is positive for $n\ge 1$. This contradiction leaves only $q<1$.

**Sufficiency.** For $q<1$ put $c=1/\sqrt{1-q}$ and $A=c\,1$. Because $c$ is real, $A^\dagger=A$, and

$$AA^\dagger-qA^\dagger A=(c^2-qc^2)\,1=(1-q)c^2\,1=1 .$$

**Without adjointness.** Suppose that the raising matrix is an arbitrary $B$, and let $q$ be complex. At $q=1$ the trace of $AB-BA=1$ still gives $0=n$. For any $q\ne 1$, the pair $A=1$, $B=(1-q)^{-1}1$ is a solution, since $(1-q)^{-1}-q(1-q)^{-1}=1$.

A one-level example shows what adjointness contributes. At $q=2$, the numbers $A=1$ and $B=-1$ give $AB-2BA=-1+2=1$. With $B=\bar A$ the same relation would require $-|A|^2=1$. The exclusion of $q>1$ thus comes from positivity, and that of $q=1$ from the trace alone.

**The truncated boson.** Number the levels from $0$ to $n-1$. The matrix elements are $A_{ij}=\sqrt j$ if $i+1=j$ and zero otherwise, so $(A^\dagger)_{ij}=\sqrt i$ if $j+1=i$ and zero otherwise. In

$$(A^\dagger A)_{ij}=\sum_k (A^\dagger)_{ik}A_{kj}$$

a term survives only if $k+1=i$ and $k+1=j$. Off-diagonal entries therefore vanish. For $i=j\ge 1$ the single term is $\sqrt i\,\sqrt i=i$, and for $i=j=0$ there is no term, which again gives $i$. In

$$(AA^\dagger)_{ij}=\sum_k A_{ik}(A^\dagger)_{kj}$$

a term needs $k=i+1$ and $k=j+1$. The diagonal entry is $i+1$ if level $i+1$ exists, and $0$ on the top level $i=n-1$. Subtraction gives $(i+1)-i=1$ below the top and $0-(n-1)=1-n$ on it.

## The relation, the threshold and the truncated mode in Lean

```lean
import Mathlib

open Matrix

namespace FiniteQOscillator

noncomputable section

/-- The deformed oscillator relation `A Aᴴ - q Aᴴ A = 1` for a square matrix `A` on an
`n`-dimensional state space. -/
def IsQOscillator {n : ℕ} (q : ℝ) (A : Matrix (Fin n) (Fin n) ℂ) : Prop :=
  A * Aᴴ - (q : ℂ) • (Aᴴ * A) = 1

/-- The sum of the squared moduli of all matrix elements of `A`. -/
def totalWeight {n : ℕ} (A : Matrix (Fin n) (Fin n) ℂ) : ℝ :=
  ∑ i, ∑ j, ‖A i j‖ ^ 2

/-- The trace of `A Aᴴ` is the total weight of the matrix elements of `A`. -/
theorem trace_mul_adjoint {n : ℕ} (A : Matrix (Fin n) (Fin n) ℂ) :
    (A * Aᴴ).trace = (totalWeight A : ℂ) := by
  simp only [totalWeight, Matrix.trace, Matrix.diag_apply, Matrix.mul_apply,
    Matrix.conjTranspose_apply, Complex.ofReal_sum]
  refine Finset.sum_congr rfl fun i _ => Finset.sum_congr rfl fun j _ => ?_
  rw [← starRingEnd_apply, Complex.mul_conj, Complex.normSq_eq_norm_sq]

/-- If an `n × n` matrix `A` satisfies the deformed oscillator relation, then `1 - q` times its
total weight equals `n`. -/
theorem weight_identity {n : ℕ} {q : ℝ} {A : Matrix (Fin n) (Fin n) ℂ}
    (hA : IsQOscillator q A) : (1 - q) * totalWeight A = n := by
  unfold IsQOscillator at hA
  have h := congrArg Matrix.trace hA
  -- both products have the same trace
  rw [Matrix.trace_sub, Matrix.trace_smul, Matrix.trace_mul_comm Aᴴ A,
    trace_mul_adjoint, Matrix.trace_one, Fintype.card_fin, smul_eq_mul] at h
  have h' : totalWeight A - q * totalWeight A = n := by exact_mod_cast h
  linear_combination h'

/-- For `q < 1` the multiple `1/√(1 - q)` of the identity matrix satisfies the deformed
oscillator relation. -/
theorem scalar_isQOscillator (n : ℕ) {q : ℝ} (hq : q < 1) :
    IsQOscillator q ((((√(1 - q))⁻¹ : ℝ) : ℂ) • (1 : Matrix (Fin n) (Fin n) ℂ)) := by
  have hpos : 0 < 1 - q := sub_pos.mpr hq
  have hc : (√(1 - q))⁻¹ * (√(1 - q))⁻¹ = (1 - q)⁻¹ := by
    rw [← mul_inv, Real.mul_self_sqrt hpos.le]
  have hr : (√(1 - q))⁻¹ * (√(1 - q))⁻¹ - q * ((√(1 - q))⁻¹ * (√(1 - q))⁻¹) = 1 := by
    rw [hc]
    linear_combination mul_inv_cancel₀ hpos.ne'
  generalize (√(1 - q))⁻¹ = c at hr ⊢
  have hC : (c : ℂ) * c - q * ((c : ℂ) * c) = 1 := by exact_mod_cast hr
  have hA : ((c : ℂ) • (1 : Matrix (Fin n) (Fin n) ℂ))ᴴ = (c : ℂ) • 1 := by
    simp [Matrix.conjTranspose_smul]
  unfold IsQOscillator
  rw [hA, smul_mul_smul_comm, one_mul, smul_smul, ← sub_smul, hC, one_smul]

/-- For any fixed size `n ≥ 1` and real `q`, an `n × n` complex matrix satisfying the deformed
oscillator relation exists if and only if `q < 1`. -/
theorem exists_qOscillator_iff {n : ℕ} (hn : 0 < n) (q : ℝ) :
    (∃ A : Matrix (Fin n) (Fin n) ℂ, IsQOscillator q A) ↔ q < 1 := by
  constructor
  · rintro ⟨A, hA⟩
    have h := weight_identity hA
    have hw : 0 ≤ totalWeight A :=
      Finset.sum_nonneg fun i _ => Finset.sum_nonneg fun j _ => sq_nonneg _
    have hn' : (0 : ℝ) < n := Nat.cast_pos.mpr hn
    -- a nonnegative weight cannot give a positive dimension when `1 - q ≤ 0`
    by_contra hq
    have hq' : 0 ≤ q - 1 := sub_nonneg.mpr (not_lt.mp hq)
    nlinarith [mul_nonneg hq' hw]
  · intro hq
    exact ⟨_, scalar_isQOscillator n hq⟩

/-- No matrix on a state space of finite dimension `n ≥ 1` satisfies the bosonic
commutation relation with its adjoint. -/
theorem no_finite_boson {n : ℕ} (hn : 0 < n) :
    ¬ ∃ A : Matrix (Fin n) (Fin n) ℂ, A * Aᴴ - Aᴴ * A = 1 := by
  rintro ⟨A, h⟩
  refine lt_irrefl (1 : ℝ) ((exists_qOscillator_iff hn 1).1 ⟨A, ?_⟩)
  unfold IsQOscillator
  rw [Complex.ofReal_one, one_smul]
  exact h

/-- For two matrices `A` and `B` with no adjointness condition, the relation `A B - q B A = 1` with
complex `q` is solvable in dimension `n ≥ 1` exactly when `q ≠ 1`. -/
theorem exists_nonadjoint_pair_iff {n : ℕ} (hn : 0 < n) (q : ℂ) :
    (∃ A B : Matrix (Fin n) (Fin n) ℂ, A * B - q • (B * A) = 1) ↔ q ≠ 1 := by
  constructor
  · rintro ⟨A, B, h⟩ hq
    rw [hq, one_smul] at h
    -- a commutator is traceless, the identity is not
    have ht := congrArg Matrix.trace h
    rw [Matrix.trace_sub, Matrix.trace_mul_comm A B, sub_self, Matrix.trace_one,
      Fintype.card_fin] at ht
    exact hn.ne (by exact_mod_cast ht)
  · intro hq
    have h1 : (1 - q) ≠ 0 := sub_ne_zero.mpr (Ne.symm hq)
    have hc : (1 - q)⁻¹ - q * (1 - q)⁻¹ = 1 := by
      linear_combination mul_inv_cancel₀ h1
    refine ⟨1, (1 - q)⁻¹ • 1, ?_⟩
    rw [one_mul, mul_one, smul_smul, ← sub_smul, hc, one_smul]

/-- The boson lowering matrix cut off to the levels `0, ..., n - 1`, with element `√j`
from level `j` to level `j - 1`. -/
def truncatedBoson (n : ℕ) : Matrix (Fin n) (Fin n) ℂ :=
  fun i j => if (i : ℕ) + 1 = (j : ℕ) then ((√((j : ℕ) : ℝ) : ℝ) : ℂ) else 0

private theorem sqrt_mul_sqrt (k : ℕ) :
    ((√(k : ℝ) : ℝ) : ℂ) * ((√(k : ℝ) : ℝ) : ℂ) = (k : ℂ) := by
  rw [← Complex.ofReal_mul, Real.mul_self_sqrt (Nat.cast_nonneg k), Complex.ofReal_natCast]

private theorem adjoint_entry {n : ℕ} (i j : Fin n) : (truncatedBoson n)ᴴ i j =
    if (j : ℕ) + 1 = (i : ℕ) then ((√((i : ℕ) : ℝ) : ℝ) : ℂ) else 0 := by
  rw [Matrix.conjTranspose_apply, truncatedBoson]
  split_ifs <;> simp

/-- For the truncated boson, `Aᴴ A` is diagonal with the level numbers as entries. -/
theorem truncated_number (n : ℕ) : (truncatedBoson n)ᴴ * truncatedBoson n =
    Matrix.diagonal fun i : Fin n => ((i : ℕ) : ℂ) := by
  ext i j
  rw [Matrix.mul_apply, Matrix.diagonal_apply]
  simp only [adjoint_entry, truncatedBoson]
  have hi := i.isLt
  by_cases hij : i = j
  · subst hij
    rw [if_pos rfl]
    by_cases h0 : (i : ℕ) = 0
    · rw [Finset.sum_eq_zero]
      · simp [h0]
      · intro k _
        have hk : ¬ (k : ℕ) + 1 = (i : ℕ) := by omega
        rw [if_neg hk, zero_mul]
    · -- only the level just below `i` contributes
      rw [Finset.sum_eq_single (⟨(i : ℕ) - 1, by omega⟩ : Fin n)]
      · have h : (i : ℕ) - 1 + 1 = (i : ℕ) := by omega
        simp only [h, if_true]
        exact sqrt_mul_sqrt _
      · intro k _ hk
        have h : ¬ (k : ℕ) + 1 = (i : ℕ) := fun h =>
          hk (Fin.ext (by show (k : ℕ) = (i : ℕ) - 1; omega))
        rw [if_neg h, zero_mul]
      · intro h
        exact absurd (Finset.mem_univ _) h
  · rw [if_neg hij]
    refine Finset.sum_eq_zero fun k _ => ?_
    by_cases h : (k : ℕ) + 1 = (i : ℕ)
    · have h' : ¬ (k : ℕ) + 1 = (j : ℕ) := fun h' => hij (Fin.ext (by omega))
      rw [if_neg h', mul_zero]
    · rw [if_neg h, zero_mul]

/-- The commutator of the truncated boson with its adjoint is diagonal, with entry `1`
on every level except the last, where the entry is `1 - n`. -/
theorem truncated_commutator (n : ℕ) :
    truncatedBoson n * (truncatedBoson n)ᴴ - (truncatedBoson n)ᴴ * truncatedBoson n =
      Matrix.diagonal fun i : Fin n => if (i : ℕ) + 1 = n then 1 - (n : ℂ) else 1 := by
  have hup : truncatedBoson n * (truncatedBoson n)ᴴ = Matrix.diagonal
      fun i : Fin n => if (i : ℕ) + 1 = n then 0 else ((i : ℕ) : ℂ) + 1 := by
    ext i j
    rw [Matrix.mul_apply, Matrix.diagonal_apply]
    simp only [adjoint_entry, truncatedBoson]
    have hi := i.isLt
    by_cases hij : i = j
    · subst hij
      rw [if_pos rfl]
      by_cases hl : (i : ℕ) + 1 = n
      · -- the top level has no level above it
        rw [if_pos hl]
        refine Finset.sum_eq_zero fun k _ => ?_
        have hk : ¬ (i : ℕ) + 1 = (k : ℕ) := by
          have := k.isLt
          omega
        rw [if_neg hk, zero_mul]
      · rw [if_neg hl, Finset.sum_eq_single (⟨(i : ℕ) + 1, by omega⟩ : Fin n)]
        · simp only [if_true]
          exact (sqrt_mul_sqrt ((i : ℕ) + 1)).trans (Nat.cast_succ _)
        · intro k _ hk
          have h : ¬ (i : ℕ) + 1 = (k : ℕ) := fun h => hk (Fin.ext h.symm)
          rw [if_neg h, zero_mul]
        · intro h
          exact absurd (Finset.mem_univ _) h
    · rw [if_neg hij]
      refine Finset.sum_eq_zero fun k _ => ?_
      by_cases h : (i : ℕ) + 1 = (k : ℕ)
      · have h' : ¬ (j : ℕ) + 1 = (k : ℕ) := fun h' => hij (Fin.ext (by omega))
        rw [if_neg h', mul_zero]
      · rw [if_neg h, zero_mul]
  rw [hup, truncated_number, Matrix.diagonal_sub]
  refine congrArg Matrix.diagonal (funext fun i => ?_)
  by_cases h : (i : ℕ) + 1 = n
  · have hn : (n : ℂ) = ((i : ℕ) : ℂ) + 1 := by exact_mod_cast h.symm
    simp only [if_pos h]
    linear_combination hn
  · simp only [if_neg h]
    ring

end

end FiniteQOscillator
```

```lean
#print axioms FiniteQOscillator.no_finite_boson
#print axioms FiniteQOscillator.exists_nonadjoint_pair_iff
#print axioms FiniteQOscillator.truncated_commutator
```

```
'FiniteQOscillator.no_finite_boson' depends on axioms: [propext, Classical.choice, Quot.sound]
'FiniteQOscillator.exists_nonadjoint_pair_iff' depends on axioms: [propext, Classical.choice, Quot.sound]
'FiniteQOscillator.truncated_commutator' depends on axioms: [propext, Classical.choice, Quot.sound]
```

## Real $q$, adjoint matrices and no vacuum condition

An operator is a `Matrix (Fin n) (Fin n) ℂ`, that is, a complex matrix whose rows and columns are numbered $0,\dots,n-1$. The symbol `ᴴ` is the conjugate transpose, which represents the adjoint in an orthonormal basis. `IsQOscillator q A` is the deformed relation for a real `q`, and `totalWeight A` is $W(A)$.

The main theorem, `exists_qOscillator_iff`, fixes any size with `0 < n` and any real `q`, and states that a matrix satisfying the relation exists if and only if `q < 1`. The condition on `n` is needed because the empty $0\times 0$ matrix satisfies the relation for every `q`. `no_finite_boson` states the case $q=1$ with the ordinary commutator written out. `exists_nonadjoint_pair_iff` treats two independent matrices and complex `q`, and `truncated_commutator` gives the diagonal matrix against which a code can compare.

The relation is the only condition imposed on $A$. Nothing requires a vacuum state, a number operator or a ladder of levels. The solution used for $q<1$ is a nonzero multiple of the identity, which annihilates no nonzero vector and so has no vacuum. At $q=-1$ it is $1/\sqrt2$ times the identity, whose square is $\tfrac12$ times the identity, whereas a fermionic lowering operator must also satisfy $A^2=0$. The existence half of the theorem should therefore not be read as a construction of usable ladder operators.

The theorems concern one mode and exact complex arithmetic. They give no estimate of the error that a cutoff causes in energies or dynamics. They also leave infinite-dimensional spaces aside, where the usual boson operators do satisfy the relation at $q=1$ and the trace argument is unavailable.

## How the Lean proofs follow the calculation

`trace_mul_adjoint` expands the trace into a double sum and identifies each term $A_{ij}\overline{A_{ij}}$ with $|A_{ij}|^2$. `weight_identity` applies the trace to both sides of the relation with `congrArg Matrix.trace`. It then uses `Matrix.trace_mul_comm` for cyclicity and passes from the complex equation to the real one, $(1-q)W(A)=n$.

In `exists_qOscillator_iff`, the forward direction assumes that $q<1$ fails. The final `nlinarith` call receives the product $(q-1)W(A)\ge 0$, which contradicts the weight identity together with $n>0$. The reverse direction supplies the scalar matrix from `scalar_isQOscillator`, where the matrix equation is reduced to $c^2-qc^2=1$. `no_finite_boson` sets $q=1$ in the equivalence and arrives at the false statement $1<1$.

`exists_nonadjoint_pair_iff` repeats the trace step for a general commutator and then gives the explicit pair for $q\neq 1$.

For the truncated mode, `adjoint_entry` records the elements of $A^\dagger$, and `sqrt_mul_sqrt` supplies $\sqrt k\,\sqrt k=k$. `truncated_number` computes $A^\dagger A$ entry by entry: `Finset.sum_eq_single` keeps the one intermediate level that contributes, and `Finset.sum_eq_zero` handles the entries with none. The intermediate result `hup` inside `truncated_commutator` does the same for $AA^\dagger$, with the top level as a separate case. The proof ends by subtracting the two diagonal matrices.
